# Plane waves are eigenvectors of a uniform four-site ring at every flux

A single particle hops between neighbouring sites on a ring of four equivalent sites with no on-site energies. The hopping amplitude is -t exp(iφ/4) in one direction round the ring and its complex conjugate in the other, so the total flux phase φ is shared equally among the four bonds. `fluxRing_eigen` says that the four normalised plane waves are eigenvectors of this Hamiltonian for all real t and φ, with energies ∓2t cos(φ/4) and ±2t sin(φ/4). In matrix form, the Hamiltonian times the matrix of plane waves equals that matrix times the diagonal matrix of energies. The attempt writes the hopping and its conjugate in terms of cosine and sine, as `h1` and `h2`, and then checks the sixteen entries one by one.

The failing Lean file:

```lean
import Mathlib

open Matrix ComplexConjugate

noncomputable section

namespace FluxRingEigen

/-- Hopping `-t exp(iφ/4)`: each of the four bonds carries a quarter of the flux phase. -/
def hop (t φ : ℝ) : ℂ := -(t : ℂ) * Complex.exp (((φ / 4 : ℝ) : ℂ) * Complex.I)

/-- Hamiltonian of the uniform four-site ring threaded by the flux phase `φ`. -/
def fluxRing (t φ : ℝ) : Matrix (Fin 4) (Fin 4) ℂ :=
  !![0, hop t φ, 0, conj (hop t φ);
     conj (hop t φ), 0, hop t φ, 0;
     0, conj (hop t φ), 0, hop t φ;
     hop t φ, 0, conj (hop t φ), 0]

/-- The four normalised plane waves on the ring, as columns. -/
def planeWaves : Matrix (Fin 4) (Fin 4) ℂ :=
  !![1/2, 1/2, 1/2, 1/2;
     1/2, Complex.I/2, -1/2, -Complex.I/2;
     1/2, -1/2, 1/2, -1/2;
     1/2, -Complex.I/2, -1/2, Complex.I/2]

/-- The orbital energies of the four plane waves. -/
def levels (t φ : ℝ) : Fin 4 → ℝ :=
  ![-(2 * (t * Real.cos (φ / 4))), 2 * (t * Real.sin (φ / 4)),
    2 * (t * Real.cos (φ / 4)), -(2 * (t * Real.sin (φ / 4)))]

/-- The plane waves diagonalise the ring at every flux, with the energies `levels`. -/
theorem fluxRing_eigen (t φ : ℝ) :
    fluxRing t φ * planeWaves = planeWaves * diagonal (fun j => (levels t φ j : ℂ)) := by
  have h1 : hop t φ = -((t : ℂ) * ((Real.cos (φ / 4) : ℝ)
      + (Real.sin (φ / 4) : ℝ) * Complex.I)) := by
    rw [hop, Complex.exp_mul_I, ← Complex.ofReal_cos, ← Complex.ofReal_sin]
    ring
  have h2 : conj (hop t φ) = -((t : ℂ) * ((Real.cos (φ / 4) : ℝ)
      - (Real.sin (φ / 4) : ℝ) * Complex.I)) := by
    rw [h1]
    simp only [map_neg, map_mul, map_add, Complex.conj_ofReal, Complex.conj_I]
    ring
  push_cast at h1 h2
  ext i j
  rw [Matrix.mul_diagonal, Matrix.mul_apply, Fin.sum_univ_four]
  fin_cases i <;> fin_cases j <;> simp [fluxRing, planeWaves, levels] <;>
    simp only [h1, h2] <;>
    first
    | ring1
    | (ring_nf; simp only [Complex.I_sq]; ring1)

end FluxRingEigen
```

Messages:

```
Main.lean:50:16: error: `simp` made no progress
Main.lean:50:42: error: ring failed, ring expressions not equal
t φ : ℝ
h1 : hop t φ = -(↑t * (Complex.cos (↑φ / 4) + Complex.sin (↑φ / 4) * Complex.I))
h2 : (starRingEnd ℂ) (hop t φ) = -(↑t * (Complex.cos (↑φ / 4) - Complex.sin (↑φ / 4) * Complex.I))
⊢ ↑t * Complex.cos (↑φ * (1 / 4)) * Complex.I * (-1 / 2) + ↑t * Complex.sin (↑φ * (1 / 4)) * (1 / 2) +
      Complex.I * (starRingEnd ℂ) (-(↑t * Complex.cos (↑φ * (1 / 4))) - ↑t * Complex.sin (↑φ * (1 / 4)) * Complex.I) *
        (-1 / 2) =
    ↑t * Complex.sin (↑φ * (1 / 4))
Main.lean:50:16: error: `simp` made no progress
Main.lean:50:42: error: ring failed, ring expressions not equal
t φ : ℝ
h1 : hop t φ = -(↑t * (Complex.cos (↑φ / 4) + Complex.sin (↑φ / 4) * Complex.I))
h2 : (starRingEnd ℂ) (hop t φ) = -(↑t * (Complex.cos (↑φ / 4) - Complex.sin (↑φ / 4) * Complex.I))
⊢ ↑t * Complex.cos (↑φ * (1 / 4)) * Complex.I * (1 / 2) + ↑t * Complex.sin (↑φ * (1 / 4)) * (-1 / 2) +
      Complex.I * (starRingEnd ℂ) (-(↑t * Complex.cos (↑φ * (1 / 4))) - ↑t * Complex.sin (↑φ * (1 / 4)) * Complex.I) *
        (1 / 2) =
    -(↑t * Complex.sin (↑φ * (1 / 4)))
Main.lean:50:16: error: `simp` made no progress
Main.lean:50:16: error: `simp` made no progress
Main.lean:50:16: error: `simp` made no progress
Main.lean:50:16: error: `simp` made no progress
Main.lean:50:16: error: `simp` made no progress
Main.lean:50:42: error: ring failed, ring expressions not equal
t φ : ℝ
h1 : hop t φ = -(↑t * (Complex.cos (↑φ / 4) + Complex.sin (↑φ / 4) * Complex.I))
h2 : (starRingEnd ℂ) (hop t φ) = -(↑t * (Complex.cos (↑φ / 4) - Complex.sin (↑φ / 4) * Complex.I))
⊢ ↑t * Complex.cos (↑φ * (1 / 4)) * Complex.I * (1 / 2) + ↑t * Complex.sin (↑φ * (1 / 4)) * (-1 / 2) +
      Complex.I * (starRingEnd ℂ) (-(↑t * Complex.cos (↑φ * (1 / 4))) - ↑t * Complex.sin (↑φ * (1 / 4)) * Complex.I) *
        (1 / 2) =
    -(↑t * Complex.sin (↑φ * (1 / 4)))
Main.lean:50:16: error: `simp` made no progress
Main.lean:50:42: error: ring failed, ring expressions not equal
t φ : ℝ
h1 : hop t φ = -(↑t * (Complex.cos (↑φ / 4) + Complex.sin (↑φ / 4) * Complex.I))
h2 : (starRingEnd ℂ) (hop t φ) = -(↑t * (Complex.cos (↑φ / 4) - Complex.sin (↑φ / 4) * Complex.I))
⊢ ↑t * Complex.cos (↑φ * (1 / 4)) * Complex.I * (-1 / 2) + ↑t * Complex.sin (↑φ * (1 / 4)) * (1 / 2) +
      Complex.I * (starRingEnd ℂ) (-(↑t * Complex.cos (↑φ * (1 / 4))) - ↑t * Complex.sin (↑φ * (1 / 4)) * Complex.I) *
        (-1 / 2) =
    ↑t * Complex.sin (↑φ * (1 / 4))
Main.lean:50:16: error: `simp` made no progress
Main.lean:50:16: error: `simp` made no progress
Main.lean:50:16: error: `simp` made no progress
Main.lean:50:16: error: `simp` made no progress
Main.lean:47:19: warning: This simp argument is unused:
  h2

Hint: Omit it from the simp argument list.
  [apply] simp only [h1]

Note: This linter can be disabled with `set_option linter.unusedSimpArgs false`
```

Lean accepts the file once it reads:

```diff
@@ -42,7 +42,11 @@
     ring
   push_cast at h1 h2
+  -- treat the hopping and its conjugate as separate numbers
+  unfold fluxRing
+  generalize conj (hop t φ) = b at h2 ⊢
+  generalize hop t φ = a at h1 ⊢
   ext i j
   rw [Matrix.mul_diagonal, Matrix.mul_apply, Fin.sum_univ_four]
-  fin_cases i <;> fin_cases j <;> simp [fluxRing, planeWaves, levels] <;>
+  fin_cases i <;> fin_cases j <;> simp [planeWaves, levels] <;>
     simp only [h1, h2] <;>
     first
```

What went wrong. The warning that `h2` is unused points to the fault. `simp only [h1, h2]` rewrites inner terms first, so inside `conj (hop t φ)` it replaces `hop t φ` by `h1`, and the left side of `h2` is no longer there to match. The conjugate, printed as `starRingEnd ℂ`, stays unevaluated, and `ring1` can't see inside it. All sixteen entries fail: in twelve, `simp only [Complex.I_sq]` finds no `Complex.I ^ 2` to rewrite and reports no progress; in the other four it does rewrite, but the final `ring1` is stopped by the leftover conjugate.

The repair unfolds `fluxRing` to expose the hoppings, then uses `generalize` to replace first `conj (hop t φ)` by `b` and then `hop t φ` by `a`. The order matters, since the conjugate has to be replaced while it still has the form that `h2` mentions. Now `h1` and `h2` rewrite two separate variables, neither inside the other, and no conjugate is left to block the algebra. Dropping `fluxRing` from the `simp` list is mere tidying, as it is already unfolded.
